# The independent-particle static density response of a complete orbital set at finite temperature and fixed chemical potential is negative definite

If a static density response matrix had a zero eigenvalue, some nonzero site potential would leave the density unchanged to first order and could not be recovered from the first-order density change; with a positive eigenvalue, electrons would on balance gather where the potential raises their energy. For finitely many sites, non-interacting electrons and Fermi occupations of a complete orbital set at positive temperature and fixed chemical potential, the theorems below exclude both for the first-order perturbation expression of the response.

In Lean 4 with Mathlib:

```lean
import Mathlib

open Matrix
open scoped ComplexConjugate

namespace DensityResponseMatrix

noncomputable section

variable {n : Type*} [Fintype n]

/-- The Fermi occupation at reduced energy `x`, measured from the chemical potential. -/
def fermi (x : ℝ) : ℝ := 1 / (1 + Real.exp x)

/-- The divided difference of the Fermi function, equal to its derivative at equal energies. -/
def fermiQuotient (x y : ℝ) : ℝ :=
  if x = y then deriv fermi x else (fermi x - fermi y) / (x - y)

/-- The static density response matrix between sites `a` and `b`, for orbitals given by the
columns of `U` with reduced energies `e`. -/
def chi (U : Matrix n n ℂ) (e : n → ℝ) : Matrix n n ℂ := fun a b =>
  ∑ i, ∑ j, (fermiQuotient (e i) (e j) : ℂ) * conj (U a i) * U a j * U b i * conj (U b j)

/-- The matrix elements of a site potential `v` between the orbitals. -/
def orbitalPotential (U : Matrix n n ℂ) (v : n → ℝ) : Matrix n n ℂ := fun i j =>
  ∑ a, conj (U a i) * (v a : ℂ) * U a j

/-- The density on site `a` when the orbitals carry Fermi occupations. -/
def density (U : Matrix n n ℂ) (e : n → ℝ) (a : n) : ℝ :=
  ∑ i, fermi (e i) * Complex.normSq (U a i)

/-- The derivative of the Fermi function. -/
theorem hasDerivAt_fermi (x : ℝ) :
    HasDerivAt fermi (-Real.exp x / (1 + Real.exp x) ^ 2) x := by
  have hne : 1 + Real.exp x ≠ 0 := by positivity
  have h := (hasDerivAt_const x (1 : ℝ)).fun_div ((Real.hasDerivAt_exp x).const_add 1) hne
  exact h.congr_deriv (by ring)

/-- The divided difference of the Fermi function is negative for every pair of energies. -/
theorem fermiQuotient_neg (x y : ℝ) : fermiQuotient x y < 0 := by
  have anti : ∀ s t : ℝ, s < t → fermi t < fermi s := by
    intro s t hst
    have h := Real.exp_lt_exp.mpr hst
    exact one_div_lt_one_div_of_lt (by positivity) (by linarith)
  unfold fermiQuotient
  split_ifs with h
  · rw [(hasDerivAt_fermi x).deriv]
    exact div_neg_of_neg_of_pos (neg_neg_of_pos (Real.exp_pos x)) (by positivity)
  · rcases lt_or_gt_of_ne h with h | h
    · exact div_neg_of_pos_of_neg (sub_pos.mpr (anti x y h)) (sub_neg.mpr h)
    · exact div_neg_of_neg_of_pos (sub_neg.mpr (anti y x h)) (sub_pos.mpr h)

/-- The divided difference is symmetric in the two energies. -/
theorem fermiQuotient_symm (x y : ℝ) : fermiQuotient x y = fermiQuotient y x := by
  by_cases h : x = y
  · rw [h]
  · unfold fermiQuotient
    rw [if_neg h, if_neg (Ne.symm h), ← neg_sub (fermi y) (fermi x), ← neg_sub y x,
      neg_div_neg_eq]

/-- The density response is reciprocal: exchanging the two sites leaves it unchanged. -/
theorem chi_symm (U : Matrix n n ℂ) (e : n → ℝ) (a b : n) : chi U e b a = chi U e a b := by
  simp only [chi]
  rw [Finset.sum_comm]
  refine Finset.sum_congr rfl fun i _ => Finset.sum_congr rfl fun j _ => ?_
  rw [fermiQuotient_symm (e j) (e i)]
  ring

/-- The density response matrix has real entries, even for complex orbitals. -/
theorem chi_im (U : Matrix n n ℂ) (e : n → ℝ) (a b : n) : (chi U e a b).im = 0 := by
  rw [← Complex.conj_eq_iff_im]
  -- conjugation exchanges the two sites
  refine Eq.trans ?_ (chi_symm U e a b)
  simp only [chi, map_sum, map_mul, Complex.conj_conj, Complex.conj_ofReal]
  refine Finset.sum_congr rfl fun i _ => Finset.sum_congr rfl fun j _ => ?_
  ring

/-- The quadratic form of the response in a site potential is a sum over orbital pairs of the
divided difference times the squared matrix element of the potential. -/
theorem chi_quadratic (U : Matrix n n ℂ) (e v : n → ℝ) :
    ∑ a, ∑ b, v a * (chi U e a b).re * v b =
      ∑ i, ∑ j, fermiQuotient (e i) (e j) * Complex.normSq (orbitalPotential U v i j) := by
  have reorder : ∀ F : n → n → n → n → ℂ,
      ∑ a, ∑ b, ∑ i, ∑ j, F a b i j = ∑ i, ∑ j, ∑ a, ∑ b, F a b i j := by
    intro F
    calc ∑ a, ∑ b, ∑ i, ∑ j, F a b i j
        = ∑ a, ∑ i, ∑ b, ∑ j, F a b i j := Finset.sum_congr rfl fun a _ => Finset.sum_comm
      _ = ∑ i, ∑ a, ∑ b, ∑ j, F a b i j := Finset.sum_comm
      _ = ∑ i, ∑ a, ∑ j, ∑ b, F a b i j :=
          Finset.sum_congr rfl fun i _ => Finset.sum_congr rfl fun a _ => Finset.sum_comm
      _ = ∑ i, ∑ j, ∑ a, ∑ b, F a b i j := Finset.sum_congr rfl fun i _ => Finset.sum_comm
  have hconj : ∀ i j, conj (orbitalPotential U v i j) =
      ∑ b, U b i * (v b : ℂ) * conj (U b j) := by
    intro i j
    simp only [orbitalPotential, map_sum, map_mul, Complex.conj_conj, Complex.conj_ofReal]
  have key : ∑ a, ∑ b, (v a : ℂ) * chi U e a b * (v b : ℂ) =
      ((∑ i, ∑ j, fermiQuotient (e i) (e j) *
        Complex.normSq (orbitalPotential U v i j) : ℝ) : ℂ) := by
    calc ∑ a, ∑ b, (v a : ℂ) * chi U e a b * (v b : ℂ)
        = ∑ a, ∑ b, ∑ i, ∑ j, (fermiQuotient (e i) (e j) : ℂ) *
            (conj (U a i) * (v a : ℂ) * U a j * (U b i * (v b : ℂ) * conj (U b j))) := by
          refine Finset.sum_congr rfl fun a _ => Finset.sum_congr rfl fun b _ => ?_
          simp only [chi, Finset.mul_sum, Finset.sum_mul]
          refine Finset.sum_congr rfl fun i _ => Finset.sum_congr rfl fun j _ => ?_
          ring
      _ = _ := reorder _
      _ = ∑ i, ∑ j, (fermiQuotient (e i) (e j) : ℂ) *
            (orbitalPotential U v i j * conj (orbitalPotential U v i j)) := by
          refine Finset.sum_congr rfl fun i _ => Finset.sum_congr rfl fun j _ => ?_
          rw [hconj]
          simp only [orbitalPotential]
          rw [Finset.sum_mul_sum]
          simp only [Finset.mul_sum]
      _ = _ := by
          simp only [Complex.mul_conj, Complex.ofReal_sum, Complex.ofReal_mul]
  have h := congrArg Complex.re key
  simpa only [Complex.re_sum, Complex.re_mul_ofReal, Complex.re_ofReal_mul,
    Complex.ofReal_re] using h

/-- For a complete orthonormal set of orbitals, a site potential whose orbital matrix elements
all vanish is zero. -/
theorem potential_eq_zero [DecidableEq n] {U : Matrix n n ℂ} (hU : U ∈ unitaryGroup n ℂ)
    {v : n → ℝ} (h : orbitalPotential U v = 0) : v = 0 := by
  have hUU : U * Uᴴ = 1 := mem_unitaryGroup_iff.mp hU
  have hV : Uᴴ * diagonal (fun a => (v a : ℂ)) * U = 0 := by
    rw [← h]
    ext i j
    rw [Matrix.mul_apply]
    simp only [Matrix.mul_diagonal, Matrix.conjTranspose_apply]
    rfl
  -- rotate back to the site basis
  have hD : diagonal (fun a => (v a : ℂ)) = 0 := by
    calc diagonal (fun a => (v a : ℂ))
        = (U * Uᴴ) * diagonal (fun a => (v a : ℂ)) * (U * Uᴴ) := by
          rw [hUU, one_mul, mul_one]
      _ = U * (Uᴴ * diagonal (fun a => (v a : ℂ)) * U) * Uᴴ := by
          simp only [Matrix.mul_assoc]
      _ = 0 := by rw [hV, mul_zero, zero_mul]
  funext a
  have ha := congrFun (congrFun hD a) a
  simpa using ha

/-- Each row of the response matrix sums to the Fermi derivatives weighted by the orbital
densities on that site. -/
theorem chi_row_sum [DecidableEq n] {U : Matrix n n ℂ} (hU : U ∈ unitaryGroup n ℂ)
    (e : n → ℝ) (a : n) :
    ∑ b, (chi U e a b).re = ∑ i, deriv fermi (e i) * Complex.normSq (U a i) := by
  have orth : ∀ i j, ∑ b, U b i * conj (U b j) = if j = i then 1 else 0 := by
    intro i j
    have h := congrFun (congrFun (mem_unitaryGroup_iff'.mp hU) j) i
    rw [Matrix.mul_apply, Matrix.one_apply] at h
    rw [← h]
    exact Finset.sum_congr rfl fun b _ => mul_comm _ _
  have key : ∑ b, chi U e a b =
      ((∑ i, deriv fermi (e i) * Complex.normSq (U a i) : ℝ) : ℂ) := by
    simp only [chi]
    rw [Finset.sum_comm, Complex.ofReal_sum]
    refine Finset.sum_congr rfl fun i _ => ?_
    rw [Finset.sum_comm]
    -- orthonormality leaves only the diagonal pair
    calc _ = ∑ j, (fermiQuotient (e i) (e j) : ℂ) * conj (U a i) * U a j *
            ∑ b, U b i * conj (U b j) := by
          refine Finset.sum_congr rfl fun j _ => ?_
          rw [Finset.mul_sum]
          exact Finset.sum_congr rfl fun b _ => by ring
      _ = (fermiQuotient (e i) (e i) : ℂ) * conj (U a i) * U a i := by
          simp only [orth, mul_ite, mul_one, mul_zero, Finset.sum_ite_eq',
            Finset.mem_univ, if_true]
      _ = _ := by
          rw [fermiQuotient, if_pos rfl, Complex.ofReal_mul, ← Complex.mul_conj]
          ring
  have h := congrArg Complex.re key
  simpa only [Complex.re_sum, Complex.ofReal_re] using h

/-- The density response matrix of a complete orthonormal set of orbitals is real, symmetric and
negative definite, and its row sums are the locally weighted Fermi derivatives. -/
theorem density_response [DecidableEq n] {U : Matrix n n ℂ} (hU : U ∈ unitaryGroup n ℂ)
    (e : n → ℝ) :
    (∀ a b, (chi U e a b).im = 0) ∧ (∀ a b, chi U e b a = chi U e a b) ∧
    (∀ v : n → ℝ, v ≠ 0 → ∑ a, ∑ b, v a * (chi U e a b).re * v b < 0) ∧
    (∀ a, ∑ b, (chi U e a b).re = ∑ i, deriv fermi (e i) * Complex.normSq (U a i)) := by
  refine ⟨chi_im U e, chi_symm U e, fun v hv => ?_, chi_row_sum hU e⟩
  rw [chi_quadratic]
  -- a nonzero potential couples at least one pair of orbitals
  have hex : ∃ i j, orbitalPotential U v i j ≠ 0 := by
    by_contra hcon
    refine hv (potential_eq_zero hU ?_)
    ext i j
    by_contra hij
    exact hcon ⟨i, j, hij⟩
  obtain ⟨i₀, j₀, h₀⟩ := hex
  have ht : ∀ i j, fermiQuotient (e i) (e j) *
      Complex.normSq (orbitalPotential U v i j) ≤ 0 := fun i j =>
    mul_nonpos_of_nonpos_of_nonneg (fermiQuotient_neg _ _).le (Complex.normSq_nonneg _)
  have inner := Finset.sum_lt_sum (fun j (_ : j ∈ Finset.univ) => ht i₀ j)
    ⟨j₀, Finset.mem_univ _,
      mul_neg_of_neg_of_pos (fermiQuotient_neg _ _) (Complex.normSq_pos.mpr h₀)⟩
  rw [Finset.sum_const_zero] at inner
  have outer := Finset.sum_lt_sum
    (fun i (_ : i ∈ Finset.univ) => Finset.sum_nonpos fun j (_ : j ∈ Finset.univ) => ht i j)
    ⟨i₀, Finset.mem_univ _, inner⟩
  rwa [Finset.sum_const_zero] at outer

/-- For a complete orthonormal set of orbitals, the row sum of the response matrix is the derivative
of the site density, at zero shift, when all levels are shifted uniformly and the orbitals are held
fixed. -/
theorem compressibility_sum_rule [DecidableEq n] {U : Matrix n n ℂ}
    (hU : U ∈ unitaryGroup n ℂ) (e : n → ℝ) (a : n) :
    HasDerivAt (fun s : ℝ => density U (fun i => e i + s) a) (∑ b, (chi U e a b).re) 0 := by
  rw [chi_row_sum hU]
  unfold density
  refine HasDerivAt.fun_sum fun i _ => ?_
  have h0 : HasDerivAt fermi (deriv fermi (e i)) (e i + 0) := by
    rw [add_zero]
    exact (hasDerivAt_fermi (e i)).differentiableAt.hasDerivAt
  exact (HasDerivAt.comp_const_add (e i) 0 h0).mul_const _

end

end DensityResponseMatrix
```

```lean
#print axioms DensityResponseMatrix.density_response
#print axioms DensityResponseMatrix.compressibility_sum_rule
```

```
'DensityResponseMatrix.density_response' depends on axioms: [propext, Classical.choice, Quot.sound]
'DensityResponseMatrix.compressibility_sum_rule' depends on axioms: [propext, Classical.choice, Quot.sound]
```

## Sites, orbitals and reduced energies

The finite type `n` labels both the sites $a,b$ and the orbitals $i,j$, so there are as many orbitals as sites. The entry $U_{ai}$ of the complex matrix `U` is the amplitude of orbital $i$ on site $a$. The hypothesis `hU : U ∈ unitaryGroup n ℂ` says that the orbitals are orthonormal and complete.

The real number $e_i$ is the reduced energy $(\varepsilon_i-\mu)/k_BT$, where $\varepsilon_i$ is the orbital energy, $\mu$ the chemical potential and $T>0$ the temperature. The occupation is $f(e_i)$, with

$$f(x)=\frac{1}{1+e^x},\qquad f'(x)=-\frac{e^x}{(1+e^x)^2}.$$

The weight of an orbital pair, `fermiQuotient (e i) (e j)` in the code, is

$$L_{ij}=\begin{cases}\dfrac{f(e_i)-f(e_j)}{e_i-e_j}, & e_i\ne e_j,\\[2mm] f'(e_i), & e_i=e_j.\end{cases}$$

The second case covers the diagonal pairs and also degenerate orbitals. The response matrix `chi` is then

$$\chi_{ab}=\sum_{i,j}L_{ij}\,\overline{U_{ai}}\,U_{aj}\,U_{bi}\,\overline{U_{bj}}.$$

This is the expression that first-order perturbation theory gives for the density change on site $a$ per unit potential energy on site $b$, with the potential measured in units of $k_BT$. The file takes it as the definition of $\chi$ and does not derive it from a perturbed Hamiltonian.

## What the theorems say about `chi`

The theorem `density_response` has four parts, for every unitary $U$ and all real energies $e$:

- every entry of $\chi$ has zero imaginary part, even for complex orbitals;
- $\chi_{ba}=\chi_{ab}$;
- $\sum_{a,b}v_a\chi_{ab}v_b<0$ for every real site potential $v\neq0$;
- $\sum_b\chi_{ab}=\sum_i f'(e_i)\,|U_{ai}|^2$ for every site $a$.

Since the entries are real, the last two parts are written with `(chi U e a b).re`. `Complex.normSq` is the squared modulus.

The theorem `compressibility_sum_rule` identifies the row sum with the derivative of the density on site $a$ when all levels move together. The name is best known for the long-wavelength response of the interacting electron gas; the identity here concerns a finite system of independent electrons.

In self-consistent-field calculations, the independent-particle response enters the linear analysis of density mixing. Within this finite, non-interacting model, strict negativity means that the response matrix is invertible.

The fixed chemical potential matters. At fixed particle number a uniform potential changes no density, so that response matrix has a zero eigenvalue. The result also does not treat the zero-temperature limit, a truncated orbital set, sums over $k$-points or electron interactions. Spin degeneracy would only multiply $\chi$ by a factor of two.

## Symmetry and reality from relabelling

Write $\chi_{ba}$ and exchange the names of the summation indices $i$ and $j$:

$$\chi_{ba}=\sum_{i,j}L_{ji}\,\overline{U_{bj}}\,U_{bi}\,U_{aj}\,\overline{U_{ai}}.$$

Exchanging the two energies changes the sign of both numerator and denominator in $L$, so $L_{ji}=L_{ij}$ and the sum is $\chi_{ab}$. In `chi_symm`, `Finset.sum_comm` exchanges the sums, `fermiQuotient_symm` exchanges the energies, and `ring` reorders the factors.

Complex conjugation leaves the real weight alone and gives

$$\overline{\chi_{ab}}=\sum_{i,j}L_{ij}\,U_{ai}\,\overline{U_{aj}}\,\overline{U_{bi}}\,U_{bj}=\chi_{ba}=\chi_{ab}.$$

Hence $\chi_{ab}$ is real. This is the argument of `chi_im`, which first restates a vanishing imaginary part as equality with the conjugate. Neither lemma uses unitarity.

## Every nonzero potential has a nonzero orbital matrix element

In the orbital basis a real site potential $v$ has the matrix elements

$$V_{ij}=\sum_a\overline{U_{ai}}\,v_a\,U_{aj},\qquad \overline{V_{ij}}=\sum_b U_{bi}\,v_b\,\overline{U_{bj}}.$$

Inserting the definition of $\chi$ into the quadratic form and moving the site sums inside gives

$$\sum_{a,b}v_a\chi_{ab}v_b=\sum_{i,j}L_{ij}\,V_{ij}\,\overline{V_{ij}}=\sum_{i,j}L_{ij}\,|V_{ij}|^2.$$

This is `chi_quadratic`. Its step `reorder` moves the sums, `hconj` supplies the conjugate matrix element, and `key` establishes the identity over the complex numbers before real parts are taken.

Every weight is negative. For $e_i=e_j$ this is the sign of $f'$. For $e_i\neq e_j$, the function $f$ is strictly decreasing, so $f(e_i)-f(e_j)$ and $e_i-e_j$ have opposite signs. The lemma `fermiQuotient_neg` follows the same case distinction.

The quadratic form is therefore at most zero, and it vanishes only if all $V_{ij}$ vanish. Let $D$ be the diagonal matrix with entries $v_a$. Then $V=U^\dagger DU$, and since $UU^\dagger=1$,

$$D=(UU^\dagger)D(UU^\dagger)=U(U^\dagger DU)U^\dagger=UVU^\dagger.$$

If $V=0$, then $D=0$ and so $v=0$. This is `potential_eq_zero`, and it is where the completeness of the orbitals enters.

In `density_response`, a nonzero $v$ thus provides a pair $i_0,j_0$ with $V_{i_0j_0}\neq0$. The two indices may coincide, and for a uniform potential they must. Its term is strictly negative and no other term is positive. The lemma `Finset.sum_lt_sum` is applied first to the sum over $j$ at $i_0$, then to the sum over $i$.

## Row sums as the response to a uniform shift

Orthonormality of the orbitals reads $\sum_b U_{bi}\overline{U_{bj}}=\delta_{ij}$, where $\delta_{ij}$ is one for $i=j$ and zero otherwise. Summing $\chi_{ab}$ over $b$ leaves only the diagonal pairs:

$$\sum_b\chi_{ab}=\sum_{i,j}L_{ij}\,\overline{U_{ai}}\,U_{aj}\,\delta_{ij}=\sum_i f'(e_i)\,|U_{ai}|^2.$$

In `chi_row_sum`, the step `orth` extracts the orthonormality relation from $U^\dagger U=1$, and the `calc` block isolates the sum over $b$ and collapses the sum over $j$.

Now let all levels move by $s$, with the orbitals unchanged. The density on site $a$ is

$$\rho_a(s)=\sum_i f(e_i+s)\,|U_{ai}|^2,$$

and differentiating term by term at $s=0$ gives

$$\rho_a'(0)=\sum_i f'(e_i)\,|U_{ai}|^2=\sum_b\chi_{ab}.$$

The proof of `compressibility_sum_rule` rewrites the row sum and then differentiates the finite sum in the same way. Raising all levels by $s$ is equivalent to lowering the reduced chemical potential $\mu/k_BT$ by $s$ at fixed temperature, so the derivative of $\rho_a$ with respect to the latter is minus the row sum.

## Two sites with orbital occupations 3/4 and 1/4

Take the bonding and antibonding orbitals of two equivalent sites, with reduced energies placed symmetrically about zero:

$$U=\frac{1}{\sqrt2}\begin{pmatrix}1&1\\1&-1\end{pmatrix},\qquad e_1=-\ln3,\quad e_2=\ln3.$$

The occupations are $f(e_1)=3/4$ and $f(e_2)=1/4$. From $f'=-f(1-f)$ the weights are

$$L_{11}=L_{22}=-\frac{3}{16},\qquad L_{12}=L_{21}=\frac{1/2}{-2\ln3}=-\frac{1}{4\ln3}\approx-0.2276.$$

Each product of four amplitudes is $\pm1/4$. All signs are positive for $\chi_{11}$; for $\chi_{12}$ the products with $i\neq j$ are negative. Hence

$$\chi_{11}=\chi_{22}=\tfrac12(L_{11}+L_{12})\approx-0.2075,\qquad \chi_{12}=\chi_{21}=\tfrac12(L_{11}-L_{12})\approx0.0200.$$

Each row sums to $L_{11}=-3/16$, which agrees with $\sum_i f'(e_i)|U_{ai}|^2$, since every $|U_{ai}|^2$ is $1/2$.

The uniform potential $(1,1)$ is an eigenvector with eigenvalue $-3/16$, and the staggered potential $(1,-1)$ is one with eigenvalue $L_{12}\approx-0.2276$. Both are negative. The uniform potential is diagonal in the orbital basis and changes only the occupations, whereas the staggered one has only off-diagonal matrix elements and mixes the two orbitals.
